# Hard-sphere phase shifts near threshold: $\tan\delta_l/(ka)^{2l+1}\to-1/\big((2l+1)!!\,(2l-1)!!\big)$

## My d-wave phase at small $ka$ is noise. What should it be?

At $ka=10^{-4}$ my double-precision code returns garbage for the $l=2$ phase shift of a hard sphere, and without a known limit I can't tell a small phase from a wrong one. I build $j_l$ and $y_l$ by upward recurrence from $l=0,1$ and take $\tan\delta_l=j_l/y_l$. For $j_l$ the recurrence subtracts nearly equal numbers at every step. I have seen it said that $\tan\delta_l$ goes as $(ka)^{2l+1}$, but how can one get that power, and its coefficient, from a recurrence whose leading terms cancel?

## A derivative relation recovers what the recurrence cancels

Write $x=ka$, with $k$ the wave number and $a$ the radius. The leading term is $\tan\delta_l\approx-x^{2l+1}/\big((2l+1)!!\,(2l-1)!!\big)$. For $l=2$ this is $-x^5/45$, about $-2.2\times10^{-22}$ at your value of $x$.

Let $N_l=\prod_{i<l}(2i+1)=(2l-1)!!$, so that $N_0=1$ and $N_{l+1}=(2l+1)N_l=(2l+1)!!$. Both functions obey
$$f_{l+2}=\frac{2l+3}{x}f_{l+1}-f_l,$$
with $j_0=\sin x/x$, $j_1=\sin x/x^2-\cos x/x$, $y_0=-\cos x/x$ and $y_1=-\cos x/x^2-\sin x/x$.

**Remove the denominators.** Set $u_l=x^{l+1}j_l$ and $v_l=x^{l+1}y_l$. Multiplying the recurrence by $x^{l+3}$ gives
$$u_{l+2}=(2l+3)u_{l+1}-x^2u_l,$$
and the same for $v_l$. The starting functions are $u_0=\sin x$, $u_1=\sin x-x\cos x$, $v_0=-\cos x$ and $v_1=-\cos x-x\sin x$, all continuous at $0$.

**Irregular wave.** At $x=0$ the recurrence reads $v_{l+2}(0)=(2l+3)v_{l+1}(0)$, with $v_0(0)=v_1(0)=-1$. Hence $x^{l+1}y_l\to v_l(0)=-N_l$.

**Regular wave.** Here every $u_l(0)$ is $0$, which says nothing about the power. Use instead the ladder relation $u_{l+1}'=x\,u_l$. Its first two cases are
$$u_1'=x\sin x=xu_0,\qquad u_2'=3xu_0-2xu_0-x^2\cos x=xu_1.$$
If it holds for $u_{l+1}'$ and $u_{l+2}'$, differentiating the recurrence gives
$$u_{l+3}'=(2l+5)xu_{l+1}-2xu_{l+1}-x^3u_l=x\big[(2l+3)u_{l+1}-x^2u_l\big]=xu_{l+2}.$$
L'Hôpital's rule now raises $l$ by one:
$$\lim\frac{u_{l+1}}{x^{2l+3}}=\lim\frac{xu_l}{(2l+3)x^{2l+2}}=\frac1{2l+3}\lim\frac{u_l}{x^{2l+1}}.$$
Starting from $\sin x/x\to1$, this yields $j_l/x^l=u_l/x^{2l+1}\to1/N_{l+1}$.

**Phase.** With $r=j_l/y_l$,
$$\frac{r}{x^{2l+1}}=\frac{j_l/x^l}{x^{l+1}y_l}\to-\frac1{N_{l+1}N_l}.$$
The exterior wave must vanish at the surface: $\cos\delta\,j_l-\sin\delta\,y_l=0$. Near threshold $y_l\neq0$, because $x^{l+1}y_l$ has a nonzero limit. If $\cos\delta$ were $0$, then $\sin\delta=\pm1$ would force $y_l=0$. So $\cos\delta\ne0$ and $\tan\delta=r$.

**Cross-section.** From $\sin\delta=r\cos\delta$ follows $\sin^2\delta=r^2/(1+r^2)$. Since $r\to0$,
$$\frac{4\pi(2l+1)\sin^2\delta}{x^2\,x^{4l}}=4\pi(2l+1)\frac{(r/x^{2l+1})^2}{1+r^2}\to\frac{4\pi(2l+1)}{(N_{l+1}N_l)^2}.$$

For one particle scattering off a single impenetrable sphere, each fixed $l\ge1$ therefore becomes negligible beside the s wave at low energy, and the limits give reference values for a phase-shift code.

Here is the same argument in Lean 4 with Mathlib.

```lean
import Mathlib

open Filter Topology

namespace HardSphereThreshold

noncomputable section

/-- The spherical Bessel function `j_l(x)` for `x ≠ 0`, by upward recurrence in `l`. -/
def sphericalJ : ℕ → ℝ → ℝ
  | 0, x => Real.sin x / x
  | 1, x => Real.sin x / x ^ 2 - Real.cos x / x
  | l + 2, x => (2 * (l : ℝ) + 3) / x * sphericalJ (l + 1) x - sphericalJ l x

/-- The spherical Neumann function `y_l(x)` for `x ≠ 0`, by upward recurrence in `l`. -/
def sphericalY : ℕ → ℝ → ℝ
  | 0, x => -Real.cos x / x
  | 1, x => -Real.cos x / x ^ 2 - Real.sin x / x
  | l + 2, x => (2 * (l : ℝ) + 3) / x * sphericalY (l + 1) x - sphericalY l x

/-- The product of the first `l` odd numbers, `(2l-1)!!`, with `(-1)!! = 1`. -/
def oddFactorial (l : ℕ) : ℝ := ∏ i ∈ Finset.range l, (2 * (i : ℝ) + 1)

/-- The phase `δ` satisfies the hard-sphere condition at `x = ka`, `x ≠ 0`: the exterior
radial wave `cos δ j_l - sin δ y_l` vanishes at the surface of the sphere. -/
def IsHardSpherePhase (l : ℕ) (x δ : ℝ) : Prop :=
  Real.cos δ * sphericalJ l x - Real.sin δ * sphericalY l x = 0

/-- The partial cross-section of the wave `l` in units of `a²`, for `x = ka ≠ 0`. -/
def partialCrossSection (l : ℕ) (x δ : ℝ) : ℝ :=
  4 * Real.pi * (2 * (l : ℝ) + 1) * Real.sin δ ^ 2 / x ^ 2

/-- The regular wave freed of denominators; it plays the role of `x^(l+1) j_l(x)`. -/
def scaledJ : ℕ → ℝ → ℝ
  | 0, x => Real.sin x
  | 1, x => Real.sin x - x * Real.cos x
  | l + 2, x => (2 * (l : ℝ) + 3) * scaledJ (l + 1) x - x ^ 2 * scaledJ l x

/-- The irregular wave freed of denominators; it plays the role of `x^(l+1) y_l(x)`. -/
def scaledY : ℕ → ℝ → ℝ
  | 0, x => -Real.cos x
  | 1, x => -Real.cos x - x * Real.sin x
  | l + 2, x => (2 * (l : ℝ) + 3) * scaledY (l + 1) x - x ^ 2 * scaledY l x

/-- The product of the first `l + 1` odd numbers is the double factorial `(2l+1)!!`. -/
theorem oddFactorial_succ_eq (l : ℕ) :
    oddFactorial (l + 1) = ((2 * l + 1).doubleFactorial : ℝ) := by
  induction l with
  | zero => simp [oddFactorial, Nat.doubleFactorial]
  | succ l ih =>
    have hs : oddFactorial (l + 1 + 1) = oddFactorial (l + 1) * (2 * ((l + 1 : ℕ) : ℝ) + 1) :=
      Finset.prod_range_succ _ _
    rw [show 2 * (l + 1) + 1 = (2 * l + 1) + 2 by ring, Nat.doubleFactorial_add_two, hs, ih]
    push_cast
    ring

/-- Away from the origin the scaled waves are `x^(l+1) j_l(x)` and `x^(l+1) y_l(x)`. -/
theorem scaled_eq {x : ℝ} (hx : x ≠ 0) : ∀ l : ℕ,
    scaledJ l x = x ^ (l + 1) * sphericalJ l x ∧ scaledY l x = x ^ (l + 1) * sphericalY l x
  | 0 => by
    constructor <;> simp only [scaledJ, scaledY, sphericalJ, sphericalY, zero_add, pow_one] <;>
      field_simp
  | 1 => by
    constructor <;> simp only [scaledJ, scaledY, sphericalJ, sphericalY] <;>
      field_simp <;> ring
  | l + 2 => by
    obtain ⟨a1, b1⟩ := scaled_eq hx (l + 1)
    obtain ⟨a0, b0⟩ := scaled_eq hx l
    constructor
    · rw [scaledJ, sphericalJ, a1, a0]
      field_simp
      ring
    · rw [scaledY, sphericalY, b1, b0]
      field_simp
      ring

/-- Ladder relation: the derivative of the scaled regular wave `l + 1` is `x` times the
scaled regular wave `l`. -/
theorem hasDerivAt_scaledJ (x : ℝ) : ∀ l : ℕ,
    HasDerivAt (scaledJ (l + 1)) (x * scaledJ l x) x := by
  have hsq : HasDerivAt (fun t : ℝ => t ^ 2) (2 * x) x := by simpa using hasDerivAt_pow 2 x
  -- differentiate the recurrence once
  have step : ∀ (l : ℕ) (D1 D0 : ℝ), HasDerivAt (scaledJ (l + 1)) D1 x →
      HasDerivAt (scaledJ l) D0 x → HasDerivAt (scaledJ (l + 2))
        ((2 * (l : ℝ) + 3) * D1 - (2 * x * scaledJ l x + x ^ 2 * D0)) x := by
    intro l D1 D0 h1 h0
    exact (h1.const_mul (2 * (l : ℝ) + 3)).fun_sub (hsq.fun_mul h0)
  have d0 : HasDerivAt (scaledJ 0) (Real.cos x) x := Real.hasDerivAt_sin x
  have d1 : HasDerivAt (scaledJ 1) (x * scaledJ 0 x) x := by
    have h := (Real.hasDerivAt_sin x).fun_sub
      ((hasDerivAt_id' x).fun_mul (Real.hasDerivAt_cos x))
    exact h.congr_deriv (by simp only [scaledJ]; ring)
  have both : ∀ l : ℕ, HasDerivAt (scaledJ (l + 1)) (x * scaledJ l x) x ∧
      HasDerivAt (scaledJ (l + 2)) (x * scaledJ (l + 1) x) x := by
    intro l
    induction l with
    | zero =>
      exact ⟨d1, (step 0 _ _ d1 d0).congr_deriv (by simp only [scaledJ]; push_cast; ring)⟩
    | succ l ih =>
      refine ⟨ih.2, (step (l + 1) _ _ ih.2 ih.1).congr_deriv ?_⟩
      have e : scaledJ (l + 1 + 1) x
        = (2 * (l : ℝ) + 3) * scaledJ (l + 1) x - x ^ 2 * scaledJ l x := rfl
      rw [e]
      push_cast
      ring
  exact fun l => (both l).1

/-- Threshold behaviour of the regular wave: `j_l(x)/x^l` tends to `1/(2l+1)!!` as `x`
decreases to `0`. -/
theorem tendsto_sphericalJ (l : ℕ) :
    Tendsto (fun x => sphericalJ l x / x ^ l) (𝓝[>] 0) (𝓝 (1 / oddFactorial (l + 1))) := by
  have h0 : ∀ n, scaledJ n 0 = 0 ∧ scaledJ (n + 1) 0 = 0 := by
    intro n
    induction n with
    | zero => simp [scaledJ]
    | succ n ih =>
      refine ⟨ih.2, ?_⟩
      show (2 * (n : ℝ) + 3) * scaledJ (n + 1) 0 - 0 ^ 2 * scaledJ n 0 = 0
      rw [ih.1, ih.2]
      ring
  have key : Tendsto (fun x => scaledJ l x / x ^ (2 * l + 1)) (𝓝[>] 0)
      (𝓝 (1 / oddFactorial (l + 1))) := by
    induction l with
    | zero =>
      have h := (Real.hasDerivAt_sin 0).tendsto_slope_zero_right
      simp only [zero_add, Real.sin_zero, sub_zero, smul_eq_mul, Real.cos_zero] at h
      rw [show 1 / oddFactorial (0 + 1) = 1 by simp [oddFactorial]]
      refine h.congr fun x => ?_
      simp only [scaledJ, mul_zero, zero_add, pow_one]
      ring
    | succ l ih =>
      -- l'Hôpital's rule with the ladder relation
      refine HasDerivAt.lhopital_zero_nhdsGT (f' := fun x => x * scaledJ l x)
        (g' := fun x => (2 * (l : ℝ) + 3) * x ^ (2 * l + 2))
        (Eventually.of_forall fun x => hasDerivAt_scaledJ x l)
        (Eventually.of_forall fun x => (hasDerivAt_pow (2 * (l + 1) + 1) x).congr_deriv
          (by rw [Nat.add_sub_cancel]; push_cast; ring)) ?_ ?_ ?_ ?_
      · filter_upwards [self_mem_nhdsWithin] with x hx
        have hx' : 0 < x := hx
        positivity
      · have h := (hasDerivAt_scaledJ 0 l).continuousAt.tendsto
        rw [(h0 l).2] at h
        exact h.mono_left nhdsWithin_le_nhds
      · have h := (continuous_pow (M := ℝ) (2 * (l + 1) + 1)).tendsto 0
        rw [zero_pow (by omega)] at h
        exact h.mono_left nhdsWithin_le_nhds
      · have hs : oddFactorial (l + 1 + 1)
            = oddFactorial (l + 1) * (2 * ((l + 1 : ℕ) : ℝ) + 1) := Finset.prod_range_succ _ _
        have e : 1 / oddFactorial (l + 1 + 1)
            = 1 / oddFactorial (l + 1) / (2 * (l : ℝ) + 3) := by
          rw [hs, div_div]
          congr 2
          push_cast
          ring
        rw [e]
        refine (ih.div_const (2 * (l : ℝ) + 3)).congr' ?_
        filter_upwards [self_mem_nhdsWithin] with x hx
        have hx' : 0 < x := hx
        rw [div_div, div_eq_div_iff (by positivity) (by positivity)]
        ring
  refine key.congr' ?_
  filter_upwards [self_mem_nhdsWithin] with x hx
  have hx0 : x ≠ 0 := (Set.mem_Ioi.mp hx).ne'
  rw [(scaled_eq hx0 l).1, div_eq_div_iff (pow_ne_zero _ hx0) (pow_ne_zero _ hx0)]
  ring

/-- Threshold behaviour of the irregular wave: `x^(l+1) y_l(x)` tends to `-(2l-1)!!` as `x`
decreases to `0`. -/
theorem tendsto_sphericalY (l : ℕ) :
    Tendsto (fun x => x ^ (l + 1) * sphericalY l x) (𝓝[>] 0) (𝓝 (-oddFactorial l)) := by
  have hc : ∀ n, Continuous (scaledY n) ∧ Continuous (scaledY (n + 1)) := by
    intro n
    induction n with
    | zero =>
      exact ⟨Real.continuous_cos.neg,
        Real.continuous_cos.neg.sub (continuous_id.mul Real.continuous_sin)⟩
    | succ n ih =>
      exact ⟨ih.2, (continuous_const.mul ih.2).sub ((continuous_pow 2).mul ih.1)⟩
  have hv : ∀ n, scaledY n 0 = -oddFactorial n ∧
      scaledY (n + 1) 0 = -oddFactorial (n + 1) := by
    intro n
    induction n with
    | zero => simp [scaledY, oddFactorial]
    | succ n ih =>
      refine ⟨ih.2, ?_⟩
      have hs : oddFactorial (n + 1 + 1)
        = oddFactorial (n + 1) * (2 * ((n + 1 : ℕ) : ℝ) + 1) := Finset.prod_range_succ _ _
      show (2 * (n : ℝ) + 3) * scaledY (n + 1) 0 - 0 ^ 2 * scaledY n 0 = _
      rw [ih.2, hs]
      push_cast
      ring
  have h := (hc l).1.tendsto 0
  rw [(hv l).1] at h
  refine (h.mono_left nhdsWithin_le_nhds).congr' ?_
  filter_upwards [self_mem_nhdsWithin] with x hx
  exact (scaled_eq (Set.mem_Ioi.mp hx).ne' l).2

/-- For all sufficiently small `x > 0` the irregular wave `y_l(x)` is nonzero. -/
theorem eventually_sphericalY_ne_zero (l : ℕ) : ∀ᶠ x in 𝓝[>] 0, sphericalY l x ≠ 0 := by
  have hp : 0 < oddFactorial l := Finset.prod_pos fun i _ => by positivity
  have h := (tendsto_sphericalY l).eventually (isOpen_ne.mem_nhds (neg_ne_zero.mpr hp.ne'))
  filter_upwards [h] with x hx hy
  exact hx (by rw [hy, mul_zero])

/-- The quotient `j_l(x)/y_l(x)`, divided by `x^(2l+1)`, tends to
`-1/((2l+1)!!(2l-1)!!)` as `x` decreases to `0`. -/
theorem tendsto_ratio (l : ℕ) :
    Tendsto (fun x => sphericalJ l x / sphericalY l x / x ^ (2 * l + 1)) (𝓝[>] 0)
      (𝓝 (-1 / (oddFactorial (l + 1) * oddFactorial l))) := by
  have hp : 0 < oddFactorial l := Finset.prod_pos fun i _ => by positivity
  have h := (tendsto_sphericalJ l).div (tendsto_sphericalY l) (neg_ne_zero.mpr hp.ne')
  rw [div_neg, div_div, ← neg_div] at h
  refine h.congr fun x => ?_
  show sphericalJ l x / x ^ l / (x ^ (l + 1) * sphericalY l x) = _
  rw [div_div, div_div]
  congr 1
  ring

/-- For all sufficiently small `x > 0` the phase `arctan (j_l(x)/y_l(x))` satisfies the
hard-sphere condition. -/
theorem isHardSpherePhase_witness (l : ℕ) : ∀ᶠ x in 𝓝[>] 0,
    IsHardSpherePhase l x (Real.arctan (sphericalJ l x / sphericalY l x)) := by
  filter_upwards [eventually_sphericalY_ne_zero l] with x hy
  have h := Real.tan_arctan (sphericalJ l x / sphericalY l x)
  rw [Real.tan_eq_sin_div_cos, div_eq_div_iff (Real.cos_arctan_pos _).ne' hy] at h
  unfold IsHardSpherePhase
  linear_combination -h

/-- Hard-sphere threshold law: if `δ(x)` satisfies the hard-sphere condition for all small
`x = ka > 0`, then `tan δ(x)/x^(2l+1)` tends to `-1/((2l+1)!!(2l-1)!!)` as `x` decreases
to `0`. -/
theorem hardSphere_threshold_law (l : ℕ) (δ : ℝ → ℝ)
    (hδ : ∀ᶠ x in 𝓝[>] 0, IsHardSpherePhase l x (δ x)) :
    Tendsto (fun x => Real.tan (δ x) / x ^ (2 * l + 1)) (𝓝[>] 0)
      (𝓝 (-1 / (oddFactorial (l + 1) * oddFactorial l))) := by
  refine (tendsto_ratio l).congr' ?_
  filter_upwards [hδ, eventually_sphericalY_ne_zero l] with x h hy
  unfold IsHardSpherePhase at h
  -- a vanishing cosine would leave only the irregular wave, which is nonzero here
  have hc : Real.cos (δ x) ≠ 0 := by
    intro hc
    have h1 := Real.sin_sq_add_cos_sq (δ x)
    have hs : Real.sin (δ x) * sphericalY l x = 0 := by
      rw [hc] at h
      linarith
    rw [(mul_eq_zero.mp hs).resolve_right hy, hc] at h1
    norm_num at h1
  rw [Real.tan_eq_sin_div_cos]
  congr 1
  rw [div_eq_div_iff hy hc]
  linear_combination h

/-- If `δ(x)` satisfies the hard-sphere condition for all small `x = ka > 0`, the partial
cross-section in units of `a²`, divided by `x^(4l)`, tends to
`4π(2l+1)/((2l+1)!!(2l-1)!!)²` as `x` decreases to `0`. -/
theorem partialCrossSection_threshold (l : ℕ) (δ : ℝ → ℝ)
    (hδ : ∀ᶠ x in 𝓝[>] 0, IsHardSpherePhase l x (δ x)) :
    Tendsto (fun x => partialCrossSection l x (δ x) / x ^ (4 * l)) (𝓝[>] 0)
      (𝓝 (4 * Real.pi * (2 * (l : ℝ) + 1) / (oddFactorial (l + 1) * oddFactorial l) ^ 2)) := by
  have hq := tendsto_ratio l
  have hx0 := (continuous_pow (M := ℝ) (2 * l + 1)).tendsto 0
  rw [zero_pow (by omega)] at hx0
  have h := ((hq.pow 2).div (((hq.mul (hx0.mono_left nhdsWithin_le_nhds)).pow 2).const_add 1)
    (by simp)).const_mul (4 * Real.pi * (2 * (l : ℝ) + 1))
  convert h.congr' ?_ using 2
  · ring
  filter_upwards [hδ, eventually_sphericalY_ne_zero l, self_mem_nhdsWithin] with x h hy hx
  have hxn : x ^ (2 * l + 1) ≠ 0 := pow_ne_zero _ (Set.mem_Ioi.mp hx).ne'
  unfold IsHardSpherePhase at h
  have hr : Real.cos (δ x) * (sphericalJ l x / sphericalY l x) = Real.sin (δ x) := by
    rw [← mul_div_assoc, div_eq_iff hy]
    linear_combination h
  simp only [Pi.div_apply, partialCrossSection]
  rw [div_mul_cancel₀ _ hxn]
  generalize sphericalJ l x / sphericalY l x = r at hr ⊢
  -- the boundary condition fixes the squared sine
  have hs : Real.sin (δ x) ^ 2 = r ^ 2 / (1 + r ^ 2) := by
    rw [eq_div_iff (by positivity)]
    linear_combination r ^ 2 * Real.sin_sq_add_cos_sq (δ x)
      - (Real.cos (δ x) * r + Real.sin (δ x)) * hr
  rw [hs, div_pow, show (x ^ (2 * l + 1)) ^ 2 = x ^ 2 * x ^ (4 * l) by ring]
  ring

end

end HardSphereThreshold
```

```lean
#print axioms HardSphereThreshold.oddFactorial_succ_eq
#print axioms HardSphereThreshold.hardSphere_threshold_law
#print axioms HardSphereThreshold.partialCrossSection_threshold
```

```
'HardSphereThreshold.oddFactorial_succ_eq' depends on axioms: [propext, Classical.choice, Quot.sound]
'HardSphereThreshold.hardSphere_threshold_law' depends on axioms: [propext, Classical.choice, Quot.sound]
'HardSphereThreshold.partialCrossSection_threshold' depends on axioms: [propext, Classical.choice, Quot.sound]
```

## What the Lean theorems say about the sphere

`sphericalJ`, `sphericalY` and `oddFactorial l` are $j_l$, $y_l$ and $N_l$; `oddFactorial_succ_eq` identifies $N_{l+1}$ with Mathlib's double factorial of $2l+1$. The filter `𝓝[>] 0` means that $x$ decreases to $0$ through positive values.

`IsHardSpherePhase l x δ` is the boundary condition at $x=ka$. It stands for an infinite repulsive wall, and its minus sign fixes the convention in which $\delta_0=-ka$ is an s-wave phase. The phase is not defined as an arctangent: `hardSphere_threshold_law` takes any function `δ` that meets the condition for all sufficiently small $x>0$. It need not be continuous, and jumps by multiples of $\pi$ are allowed. `isHardSpherePhase_witness` shows that $\arctan(j_l/y_l)$ is such a function.

`partialCrossSection_threshold` gives the last limit above under the same hypothesis, with the cross-section in units of $a^2$.

The theorems assume the condition at every sufficiently small $x>0$; exceptions along a sequence tending to $0$ can destroy the limit. Take $\delta(x)=\arctan(j_l/y_l)$, but put $\delta(x)=0$ at $x=1/n$ for $n=1,2,\dots$. Then $\tan\delta/x^{2l+1}$ is $0$ along a sequence tending to $0$, so it cannot tend to the nonzero limit. Validity at all small $x$ outside such a sequence is thus not enough.

The radial Schrödinger equation and the partial-wave formula for the cross-section are put in through the definitions, not derived. Each limit is for fixed $l$, with no error bound at finite $x$ and no sum over $l$.

## From the scaled waves to the phase in Lean

`scaledJ` and `scaledY` are $u_l$ and $v_l$. `scaled_eq` proves $u_l=x^{l+1}j_l$ and $v_l=x^{l+1}y_l$ for $x\ne0$ by recursion on the two preceding cases, with `field_simp` and `ring` for the algebra.

In `hasDerivAt_scaledJ`, `step` differentiates the recurrence once, and `both` carries two neighbouring ladder relations through the induction, as in the calculation above.

`tendsto_sphericalJ` first shows in `h0` that all $u_l(0)$ vanish. Its `key` is the limit of $u_l/x^{2l+1}$: the base case is the slope of the sine at $0$, and the induction step applies `HasDerivAt.lhopital_zero_nhdsGT`. The four goals left by that rule are a nonzero derivative of the denominator, two limits equal to zero, and the limit of the quotient of derivatives, which comes from the induction hypothesis.

`tendsto_sphericalY` obtains continuity in `hc` and the values $v_l(0)=-N_l$ in `hv`. `eventually_sphericalY_ne_zero` draws the consequence $y_l\neq0$, and `tendsto_ratio` divides the two limits.

In `hardSphere_threshold_law`, `hc` excludes a vanishing cosine; `linear_combination h` then turns the boundary condition into $\tan\delta=j_l/y_l$. The cross-section proof gets $r\to0$ by writing $r=(r/x^{2l+1})\,x^{2l+1}$, and `hs` is the formula for $\sin^2\delta$.
